# Third-order eigenvalue from the zeroth- and first-order states with a perturbed overlap

When the operators do not depend on the orbitals, the first-order change of an orbital is enough to evaluate the third-order change of its eigenvalue from matrix elements, without solving for the second-order orbital. In the PAW and ultrasoft methods the orbital satisfies a generalized eigenvalue equation, Hψ = eSψ, and the overlap operator S changes too when atoms move, because the projectors move with them. The evaluation remains possible for a single eigenvalue of given operators that depend on one parameter. The formula is simplest when the state is normalized with the perturbed overlap through first order; another choice of the first-order normalization in general adds a term.

## The formula and its derivation

Let λ be the strength of the perturbation, and write H = H₀ + λH₁ + λ²H₂ + …, with the same convention for S, e and ψ. The coefficients are derivatives divided by k!, so the third derivative of the energy at λ = 0 is 6e₃. All H_k and S_k are Hermitian and all e_k are real. The inner product ⟨·,·⟩ is conjugate-linear in its first argument.

The order-k coefficient of H − eS is

A_k = H_k − Σ_{j=0..k} e_j S_{k−j},

which is again Hermitian because the e_j are real. The equation (H − eS)ψ = 0 reads, order by order,

A₀ψ₀ = 0
A₀ψ₁ + A₁ψ₀ = 0
A₀ψ₂ + A₁ψ₁ + A₂ψ₀ = 0
A₀ψ₃ + A₁ψ₂ + A₂ψ₁ + A₃ψ₀ = 0.

Take the inner product of the last line with ψ₀. The term with ψ₃ vanishes, since ⟨ψ₀, A₀ψ₃⟩ = ⟨A₀ψ₀, ψ₃⟩ = 0. The term with ψ₂ is rewritten with the first-order equation and then the second-order one:

⟨ψ₀, A₁ψ₂⟩ = ⟨A₁ψ₀, ψ₂⟩ = −⟨A₀ψ₁, ψ₂⟩ = −⟨ψ₁, A₀ψ₂⟩ = ⟨ψ₁, A₁ψ₁⟩ + ⟨ψ₁, A₂ψ₀⟩.

Since ⟨ψ₀, A₂ψ₁⟩ is the complex conjugate of ⟨ψ₁, A₂ψ₀⟩, what remains is

⟨ψ₀, A₃ψ₀⟩ + 2Re⟨ψ₁, A₂ψ₀⟩ + ⟨ψ₁, A₁ψ₁⟩ = 0.

The vectors ψ₂ and ψ₃ are gone, but e₂ and e₃ still sit inside A₂ and A₃. Collecting them gives e₂N₁ + e₃N₀ on one side, where

N₀ = ⟨ψ₀, S₀ψ₀⟩
N₁ = ⟨ψ₀, S₀ψ₁⟩ + ⟨ψ₀, S₁ψ₀⟩ + ⟨ψ₁, S₀ψ₀⟩

are the first two coefficients of ⟨ψ, Sψ⟩. With N₀ = 1 and N₁ = 0 the result is

e₃ = ⟨ψ₀, (H₃ − e₀S₃ − e₁S₂)ψ₀⟩ + 2Re⟨ψ₁, (H₂ − e₀S₂ − e₁S₁)ψ₀⟩ + ⟨ψ₁, (H₁ − e₀S₁ − e₁S₀)ψ₁⟩.

This is the n = 1 case, for one eigenvalue, of the 2n + 1 rule, by which the state through order n fixes the energy through order 2n + 1.

## A wrong normalization, and the second-order energy

The condition N₁ = 0 matters even in one dimension. Take S = 1 + λ, H = λ² + λ³ and ψ = 1. Then e = λ² exactly, so e₃ = 0, but the formula returns H₃ = 1. Here N₁ = 1 and e₂ = 1, which accounts for the difference. With ψ₁ = −1/2, which makes N₁ = 0, the middle term contributes −1 and the formula returns 0, as it should.

Projecting the second-order equation on ψ₀ in the same way gives, for N₀ = 1,

e₂ = ⟨ψ₀, (H₂ − e₀S₂ − e₁S₁)ψ₀⟩ + ⟨ψ₀, (H₁ − e₀S₁ − e₁S₀)ψ₁⟩.

No condition on N₁ is needed at this order. This formula and the scalar example are worked by hand and are not part of the Lean file.

## Series as sequences of coefficients

The space `E` is any complex inner product space, of finite or infinite dimension. The operators are linear maps defined on all of `E`.

```lean
import Mathlib

open scoped InnerProductSpace ComplexConjugate

namespace OverlapThirdOrderEnergy

noncomputable section

variable {E : Type*} [NormedAddCommGroup E] [InnerProductSpace ℂ E]
```

A power series is represented by the sequence of its coefficients, so `H k` is H_k and `ψ k` is ψ_k. Convergence plays no part, and the existence of the expansion is assumed. The operator A_k is `pencil H S e k`. The type `ℕ → ℝ` of `e` makes the energies real.

```lean
/-- The order-`k` Taylor coefficient of the operator `H - e S`. -/
def pencil (H S : ℕ → E →ₗ[ℂ] E) (e : ℕ → ℝ) (k : ℕ) : E →ₗ[ℂ] E :=
  H k - ∑ j ∈ Finset.range (k + 1), (e j : ℂ) • S (k - j)
```

The order-n coefficient of (H − eS)ψ is the sum of A_kψ_{n−k} over k from 0 to n.

```lean
/-- The order-`n` Taylor coefficient of `(H - e S) ψ`. -/
def residual (H S : ℕ → E →ₗ[ℂ] E) (e : ℕ → ℝ) (ψ : ℕ → E) (n : ℕ) : E :=
  ∑ k ∈ Finset.range (n + 1), pencil H S e k (ψ (n - k))
```

The generalized norm is a product of three series, so its order-n coefficient runs over all ways to split n among the left vector, the operator and the right vector. N₀ and N₁ are `normCoeff S ψ 0` and `normCoeff S ψ 1`.

```lean
/-- The order-`n` Taylor coefficient of the generalized norm `⟨ψ, S ψ⟩`. -/
def normCoeff (S : ℕ → E →ₗ[ℂ] E) (ψ : ℕ → E) (n : ℕ) : ℂ :=
  ∑ i ∈ Finset.range (n + 1), ∑ j ∈ Finset.range (n - i + 1),
    ⟪ψ i, S j (ψ (n - i - j))⟫_ℂ
```

The right-hand side of the formula is a function of the operators, two energies and two vectors. Its argument list contains no place for ψ₂, ψ₃ or e₂.

```lean
/-- The third-order energy expression, built from the energies `e₀`, `e₁` and the
vectors `φ₀`, `φ₁` of orders zero and one. -/
def energy3 (H S : ℕ → E →ₗ[ℂ] E) (e₀ e₁ : ℝ) (φ₀ φ₁ : E) : ℂ :=
  ⟪φ₀, H 3 φ₀ - (e₀ : ℂ) • S 3 φ₀ - (e₁ : ℂ) • S 2 φ₀⟫_ℂ
  + 2 * ((⟪φ₁, H 2 φ₀ - (e₀ : ℂ) • S 2 φ₀ - (e₁ : ℂ) • S 1 φ₀⟫_ℂ).re : ℂ)
  + ⟪φ₁, H 1 φ₁ - (e₀ : ℂ) • S 1 φ₁ - (e₁ : ℂ) • S 0 φ₁⟫_ℂ
```

The operators themselves are taken as given. In a self-consistent Kohn–Sham calculation H₂ and H₃ contain the density response of the same order, and the second- and third-order orbitals would re-enter through them. The formula therefore applies directly to a non-self-consistent problem and is not a statement about the total energy.

## Eliminating the higher-order vectors

The first lemma shows that every A_k is Hermitian, which Mathlib calls `IsSymmetric`. The inner product is expanded term by term, and `Complex.conj_ofReal` uses the reality of the energies.

```lean
variable {H S : ℕ → E →ₗ[ℂ] E} {e : ℕ → ℝ} {ψ : ℕ → E}

/-- For Hermitian `H` and `S` and real energies, every Taylor coefficient of `H - e S`
is Hermitian. -/
theorem pencil_symmetric (hH : ∀ k, (H k).IsSymmetric) (hS : ∀ k, (S k).IsSymmetric)
    (k : ℕ) : (pencil H S e k).IsSymmetric := by
  intro x y
  have h1 : ⟪H k x, y⟫_ℂ = ⟪x, H k y⟫_ℂ := hH k x y
  have h2 : ∀ j, ⟪S j x, y⟫_ℂ = ⟪x, S j y⟫_ℂ := fun j => hS j x y
  simp only [pencil, LinearMap.sub_apply, LinearMap.sum_apply, LinearMap.smul_apply,
    inner_sub_left, inner_sub_right, sum_inner, inner_sum, inner_smul_left,
    inner_smul_right, Complex.conj_ofReal, h1, h2]
```

The next lemma is the chain of equalities for ⟨ψ₀, A₁ψ₂⟩. The equations `r1` and `r2` are the first- and second-order equations written out. They are projected on ψ₂ and ψ₁ to give `i1` and `i2`. After Hermiticity has moved the operators to the right in `i1`, both contain ⟨ψ₁, A₀ψ₂⟩, and subtraction removes it.

```lean
/-- For Hermitian `H` and `S`, the equations of orders one and two express the matrix element
containing `ψ₂` through `ψ₀` and `ψ₁`. -/
theorem eliminate_second_order (hH : ∀ k, (H k).IsSymmetric)
    (hS : ∀ k, (S k).IsSymmetric)
    (h1 : residual H S e ψ 1 = 0) (h2 : residual H S e ψ 2 = 0) :
    ⟪ψ 0, pencil H S e 1 (ψ 2)⟫_ℂ =
      ⟪ψ 1, pencil H S e 1 (ψ 1)⟫_ℂ + ⟪ψ 1, pencil H S e 2 (ψ 0)⟫_ℂ := by
  have sA := pencil_symmetric (e := e) hH hS
  have r1 : pencil H S e 0 (ψ 1) + pencil H S e 1 (ψ 0) = 0 := by
    simpa [residual, Finset.sum_range_succ] using h1
  have r2 : pencil H S e 0 (ψ 2) + pencil H S e 1 (ψ 1) + pencil H S e 2 (ψ 0) = 0 := by
    simpa [residual, Finset.sum_range_succ] using h2
  -- project order one on ψ₂ and order two on ψ₁
  have i1 : ⟪pencil H S e 0 (ψ 1), ψ 2⟫_ℂ + ⟪pencil H S e 1 (ψ 0), ψ 2⟫_ℂ = 0 := by
    rw [← inner_add_left, r1, inner_zero_left]
  have i2 : ⟪ψ 1, pencil H S e 0 (ψ 2)⟫_ℂ + ⟪ψ 1, pencil H S e 1 (ψ 1)⟫_ℂ
      + ⟪ψ 1, pencil H S e 2 (ψ 0)⟫_ℂ = 0 := by
    rw [← inner_add_right, ← inner_add_right, r2, inner_zero_right]
  rw [sA 0 (ψ 1) (ψ 2), sA 1 (ψ 0) (ψ 2)] at i1
  linear_combination i1 - i2
```

A number and its conjugate add up to twice the real part, which produces the factor 2Re.

```lean
/-- A complex number plus its conjugate is twice its real part. -/
theorem add_conj_eq (z : ℂ) : z + conj z = 2 * (z.re : ℂ) := by
  rw [Complex.add_conj]
  push_cast
  rfl
```

The balance of matrix elements follows by projecting the third-order equation on ψ₀. In the proof, `z0` removes the term with ψ₃, `t` replaces the term with ψ₂, and `c2` identifies the conjugate pair. The hypothesis `h` supplies the equations of orders 0 to 3.

```lean
/-- For Hermitian `H` and `S`, the equations through order three imply a balance of matrix elements
of `H - e S` that contains only the vectors `ψ₀` and `ψ₁`. -/
theorem third_order_balance (hH : ∀ k, (H k).IsSymmetric) (hS : ∀ k, (S k).IsSymmetric)
    (h : ∀ n ≤ 3, residual H S e ψ n = 0) :
    ⟪ψ 0, pencil H S e 3 (ψ 0)⟫_ℂ + 2 * ((⟪ψ 1, pencil H S e 2 (ψ 0)⟫_ℂ).re : ℂ)
      + ⟪ψ 1, pencil H S e 1 (ψ 1)⟫_ℂ = 0 := by
  have sA := pencil_symmetric (e := e) hH hS
  have r0 : pencil H S e 0 (ψ 0) = 0 := by
    simpa [residual, Finset.sum_range_succ] using h 0 (by norm_num)
  have r3 : pencil H S e 0 (ψ 3) + pencil H S e 1 (ψ 2) + pencil H S e 2 (ψ 1)
      + pencil H S e 3 (ψ 0) = 0 := by
    simpa [residual, Finset.sum_range_succ] using h 3 (by norm_num)
  -- project order three on ψ₀; the term with ψ₃ vanishes
  have i3 : ⟪ψ 0, pencil H S e 0 (ψ 3)⟫_ℂ + ⟪ψ 0, pencil H S e 1 (ψ 2)⟫_ℂ
      + ⟪ψ 0, pencil H S e 2 (ψ 1)⟫_ℂ + ⟪ψ 0, pencil H S e 3 (ψ 0)⟫_ℂ = 0 := by
    rw [← inner_add_right, ← inner_add_right, ← inner_add_right, r3, inner_zero_right]
  have z0 : ⟪ψ 0, pencil H S e 0 (ψ 3)⟫_ℂ = 0 := by
    rw [← sA 0 (ψ 0) (ψ 3), r0, inner_zero_left]
  have t := eliminate_second_order hH hS (h 1 (by norm_num)) (h 2 (by norm_num))
  have c2 : ⟪ψ 0, pencil H S e 2 (ψ 1)⟫_ℂ = conj ⟪ψ 1, pencil H S e 2 (ψ 0)⟫_ℂ := by
    rw [inner_conj_symm]
    exact (sA 2 (ψ 0) (ψ 1)).symm
  linear_combination i3 - z0 - t - c2 - add_conj_eq ⟪ψ 1, pencil H S e 2 (ψ 0)⟫_ℂ
```

## How the norm removes e₂

Written out, the first-order norm coefficient has the three terms given above.

```lean
/-- The generalized norm at first order, written out. -/
theorem normCoeff_one (S : ℕ → E →ₗ[ℂ] E) (ψ : ℕ → E) : normCoeff S ψ 1 =
    ⟪ψ 0, S 0 (ψ 1)⟫_ℂ + ⟪ψ 0, S 1 (ψ 0)⟫_ℂ + ⟪ψ 1, S 0 (ψ 0)⟫_ℂ := by
  simp [normCoeff, Finset.sum_range_succ]
```

The identity e₂N₁ + e₃N₀ = `energy3` holds for any normalization. The proof expands the A_k in the balance and then uses `hs`, the conjugate relation between the two S₀ terms, to assemble N₁.

```lean
/-- For Hermitian `H` and `S` and any normalization of the state, the third-order expression equals
`e₂` times the first-order norm coefficient plus `e₃` times the zeroth-order one. -/
theorem energy3_any_normalization (hH : ∀ k, (H k).IsSymmetric)
    (hS : ∀ k, (S k).IsSymmetric) (h : ∀ n ≤ 3, residual H S e ψ n = 0) :
    (e 2 : ℂ) * normCoeff S ψ 1 + (e 3 : ℂ) * normCoeff S ψ 0 =
      energy3 H S (e 0) (e 1) (ψ 0) (ψ 1) := by
  have w := third_order_balance hH hS h
  have n0 : normCoeff S ψ 0 = ⟪ψ 0, S 0 (ψ 0)⟫_ℂ := by simp [normCoeff]
  have hs : ⟪ψ 0, S 0 (ψ 1)⟫_ℂ = conj ⟪ψ 1, S 0 (ψ 0)⟫_ℂ := by
    rw [inner_conj_symm]
    exact (hS 0 (ψ 0) (ψ 1)).symm
  -- write out the Taylor coefficients of H - e S
  simp only [pencil, Finset.sum_range_succ, Finset.sum_range_zero, zero_add,
    LinearMap.sub_apply, LinearMap.add_apply, LinearMap.smul_apply, Nat.reduceSub,
    Nat.sub_zero, Nat.sub_self, inner_sub_right, inner_add_right, inner_smul_right,
    Complex.sub_re, Complex.add_re, Complex.re_ofReal_mul, Complex.ofReal_sub,
    Complex.ofReal_add, Complex.ofReal_mul] at w
  rw [normCoeff_one, n0]
  simp only [energy3, inner_sub_right, inner_smul_right, Complex.sub_re,
    Complex.re_ofReal_mul, Complex.ofReal_sub, Complex.ofReal_mul]
  linear_combination (-1 : ℂ) * w + (e 2 : ℂ) * hs
    + (e 2 : ℂ) * add_conj_eq ⟪ψ 1, S 0 (ψ 0)⟫_ℂ
```

The main theorem inserts N₀ = 1 and N₁ = 0. Its hypotheses are Hermitian coefficients, the eigenvalue equation through order three and the two norm conditions. Positivity of S and nondegeneracy of e₀ are not required, although in a degenerate level ψ₀ must be a state from which such an expansion starts. The equation is between complex numbers, so it also shows that `energy3` is real here.

```lean
/-- If `H` and `S` are Hermitian, `(H - e S) ψ = 0` holds through order three and `⟨ψ, S ψ⟩ = 1`
through order one, the third-order energy is given by `energy3` in terms of `e₀`, `e₁`, `ψ₀` and
`ψ₁`. -/
theorem third_order_energy (hH : ∀ k, (H k).IsSymmetric) (hS : ∀ k, (S k).IsSymmetric)
    (h : ∀ n ≤ 3, residual H S e ψ n = 0)
    (hN0 : normCoeff S ψ 0 = 1) (hN1 : normCoeff S ψ 1 = 0) :
    (e 3 : ℂ) = energy3 H S (e 0) (e 1) (ψ 0) (ψ 1) := by
  rw [← energy3_any_normalization hH hS h, hN0, hN1]
  ring
```

The first-order state can also be chosen orthogonal to ψ₀ in the S₀ inner product. Under this intermediate normalization N₁ reduces to ⟨ψ₀, S₁ψ₀⟩, which is generally nonzero when the overlap is perturbed, and the formula acquires a correction.

```lean
/-- For Hermitian `H` and `S`, with `⟨ψ₀, S₀ ψ₀⟩ = 1` and the intermediate normalization `⟨ψ₀, S₀
ψ₁⟩ = 0`, the third-order energy is `energy3` minus `e₂ ⟨ψ₀, S₁ ψ₀⟩`. -/
theorem third_order_energy_intermediate (hH : ∀ k, (H k).IsSymmetric)
    (hS : ∀ k, (S k).IsSymmetric) (h : ∀ n ≤ 3, residual H S e ψ n = 0)
    (hN0 : normCoeff S ψ 0 = 1) (horth : ⟪ψ 0, S 0 (ψ 1)⟫_ℂ = 0) :
    (e 3 : ℂ) = energy3 H S (e 0) (e 1) (ψ 0) (ψ 1)
      - (e 2 : ℂ) * ⟪ψ 0, S 1 (ψ 0)⟫_ℂ := by
  have hc : ⟪ψ 1, S 0 (ψ 0)⟫_ℂ = 0 := by
    rw [← hS 0 (ψ 1) (ψ 0), ← inner_conj_symm, horth, map_zero]
  rw [← energy3_any_normalization hH hS h, hN0, normCoeff_one, horth, hc]
  ring
```

For a fixed overlap S₁ = 0, and the correction disappears.

## A two-level system with overlap coupling

A small example satisfies all the hypotheses with a nonzero e₃. Its operators are built from dyads |a⟩⟨b| and two orthonormal basis states, |0⟩ and |1⟩.

```lean
/-- The operator `|a⟩⟨b|`. -/
def dyad (a b : E) : E →ₗ[ℂ] E where
  toFun x := ⟪b, x⟫_ℂ • a
  map_add' x y := by simp only [inner_add_right, add_smul]
  map_smul' c x := by simp only [inner_smul_right, mul_smul, RingHom.id_apply]

/-- The two orthonormal basis states of a two-level system. -/
def ket (i : Fin 2) : EuclideanSpace ℂ (Fin 2) := EuclideanSpace.basisFun (Fin 2) ℂ i
```

The unperturbed levels are 1 and 2. The perturbation raises the upper level by λ and couples the two states through the overlap alone.

```lean
/-- Two-level Hamiltonian coefficients: `H₀ = 1 + |1⟩⟨1|`, `H₁ = |1⟩⟨1|`, the rest zero. -/
def modelH : ℕ → EuclideanSpace ℂ (Fin 2) →ₗ[ℂ] EuclideanSpace ℂ (Fin 2)
  | 0 => LinearMap.id + dyad (ket 1) (ket 1)
  | 1 => dyad (ket 1) (ket 1)
  | _ => 0

/-- Two-level overlap coefficients: `S₀ = 1`, `S₁ = |0⟩⟨1| + |1⟩⟨0|`, the rest zero. -/
def modelS : ℕ → EuclideanSpace ℂ (Fin 2) →ₗ[ℂ] EuclideanSpace ℂ (Fin 2)
  | 0 => LinearMap.id
  | 1 => dyad (ket 0) (ket 1) + dyad (ket 1) (ket 0)
  | _ => 0
```

The lower level has the energy coefficients 1, 0, −1, 1, with the state coefficients listed after them. The entries beyond order three are set to zero and play no role in the equations that are checked.

```lean
/-- Energy coefficients `1, 0, -1, 1` of the two-level model. -/
def modelE : ℕ → ℝ
  | 0 => 1
  | 1 => 0
  | 2 => -1
  | 3 => 1
  | _ => 0

/-- State coefficients `|0⟩, |1⟩, -|1⟩, -|1⟩` of the two-level model. -/
def modelψ : ℕ → EuclideanSpace ℂ (Fin 2)
  | 0 => ket 0
  | 1 => ket 1
  | 2 => -ket 1
  | 3 => -ket 1
  | _ => 0
```

In `energy3` only the last term contributes: ⟨1|(H₁ − S₁)|1⟩ = 1, in agreement with e₃ = 1. The theorem below verifies the hypotheses. Hermiticity follows from the rule `sd`, by which the adjoint of |a⟩⟨b| is |b⟩⟨a|. The four orders of the eigenvalue equation are treated case by case with the orthonormality relations, and `module` closes the one vector identity that `simp` leaves.

```lean
/-- The two-level model has Hermitian coefficients, solves the generalized eigenvalue
equation through order three and is normalized through order one. -/
theorem third_order_energy_witness :
    (∀ k, (modelH k).IsSymmetric) ∧ (∀ k, (modelS k).IsSymmetric) ∧
    (∀ n ≤ 3, residual modelH modelS modelE modelψ n = 0) ∧
    normCoeff modelS modelψ 0 = 1 ∧ normCoeff modelS modelψ 1 = 0 := by
  have hk : ∀ i j, ⟪ket i, ket j⟫_ℂ = if i = j then 1 else 0 := fun i j =>
    orthonormal_iff_ite.mp (EuclideanSpace.basisFun (Fin 2) ℂ).orthonormal i j
  have hn1 : ∀ i, ‖ket i‖ = 1 := fun i =>
    (EuclideanSpace.basisFun (Fin 2) ℂ).orthonormal.1 i
  have hd : ∀ a b x : EuclideanSpace ℂ (Fin 2), dyad a b x = ⟪b, x⟫_ℂ • a :=
    fun _ _ _ => rfl
  have sd : ∀ a b x y : EuclideanSpace ℂ (Fin 2),
      ⟪dyad a b x, y⟫_ℂ = ⟪x, dyad b a y⟫_ℂ := by
    intro a b x y
    rw [hd, hd, inner_smul_left, inner_smul_right, inner_conj_symm, mul_comm]
  refine ⟨?_, ?_, ?_, ?_, ?_⟩
  · intro k x y
    match k with
    | 0 => simp only [modelH, LinearMap.add_apply, LinearMap.id_apply, inner_add_left,
        inner_add_right, sd]
    | 1 => exact sd _ _ x y
    | k + 2 => simp [modelH]
  · intro k x y
    match k with
    | 0 => rfl
    | 1 =>
      simp only [modelS, LinearMap.add_apply, inner_add_left, inner_add_right, sd]
      ring
    | k + 2 => simp [modelS]
  · intro n hn
    interval_cases n <;>
      simp [residual, pencil, Finset.sum_range_succ, modelH, modelS, modelE, modelψ,
        hd, hk, hn1]
    module
  · simp [normCoeff, modelS, modelψ, hn1]
  · rw [normCoeff_one]
    simp [modelS, modelψ, hd, hk]

end

end OverlapThirdOrderEnergy
```

```lean
#print axioms OverlapThirdOrderEnergy.third_order_energy
-- 'OverlapThirdOrderEnergy.third_order_energy' depends on axioms: [propext, Classical.choice, Quot.sound]
#print axioms OverlapThirdOrderEnergy.third_order_energy_intermediate
-- 'OverlapThirdOrderEnergy.third_order_energy_intermediate' depends on axioms: [propext, Classical.choice, Quot.sound]
```
